# Mixing with step-dependent parameters can remove every initial error in n steps exactly when the nonsingular symmetric matrix has at most n distinct eigenvalues

## The iteration, its propagator and the eigenvalue set

Let $E$ be a real square matrix whose rows and columns are labelled by a finite set `m`. The problem to be solved is $Ex=b$, with a solution $x_*$, written `xs` in Lean. Near a self-consistent solution, the self-consistency condition of an SCF calculation takes this form after linearisation: $b-Ex$ is the residual, and $E$ describes how the residual responds to an error in the density or potential.

```lean
import Mathlib

open Matrix

namespace FiniteTerminationMixing

noncomputable section

variable {m : Type*} [Fintype m] [DecidableEq m]
```

Let $S$ be the set of distinct real eigenvalues of $E$ and $d=|S|$ its size, `S.card` in Lean. Multiplicities do not count. The predicate `IsEigenvalueSet E S` says that $\mu\in S$ exactly when $Ev=\mu v$ for some $v\neq0$.

```lean
/-- The finite set `S` consists of exactly the distinct real eigenvalues of `E`. -/
def IsEigenvalueSet (E : Matrix m m ℝ) (S : Finset ℝ) : Prop :=
  ∀ μ : ℝ, μ ∈ S ↔ ∃ v : m → ℝ, v ≠ 0 ∧ E *ᵥ v = μ • v
```

Starting from $x_0$, step $k$ adds the residual with a real weight $a_k$:
$$x_{k+1}=x_k+a_k(b-Ex_k),\qquad k=0,1,2,\dots$$
In Lean, $x_n$ is `mix E b a x₀ n`. The parameters form an infinite sequence `a : ℕ → ℝ`, of which $n$ steps use only $a_0,\dots,a_{n-1}$.

```lean
/-- The mixing iteration for `E x = b`: step `k` adds `a k` times the current residual. -/
def mix (E : Matrix m m ℝ) (b : m → ℝ) (a : ℕ → ℝ) (x₀ : m → ℝ) : ℕ → (m → ℝ)
  | 0 => x₀
  | n + 1 => mix E b a x₀ n + a n • (b - E *ᵥ mix E b a x₀ n)
```

The error propagator is $P_0=1$, $P_{n+1}=(1-a_nE)P_n$.

```lean
/-- The error propagator of `n` steps, the product of the factors `1 - a k E` for `k < n`. -/
def propagator (E : Matrix m m ℝ) (a : ℕ → ℝ) : ℕ → Matrix m m ℝ
  | 0 => 1
  | n + 1 => (1 - a n • E) * propagator E a n
```

From part (c) on, $E$ is assumed symmetric. The Jacobian of an actual SCF residual need not be, so the results concern a linear, symmetric, finite-dimensional model in exact arithmetic.

## (a) The error after n steps

Show that $x_n-x_*=P_n(x_0-x_*)$.

For $n=0$ both sides equal $x_0-x_*$. For the induction step, insert $b=Ex_*$:
$$x_{n+1}-x_*=(x_n-x_*)-a_nE(x_n-x_*)=(1-a_nE)P_n(x_0-x_*)=P_{n+1}(x_0-x_*).$$
The Lean proof is the same induction; `module` does the closing vector algebra. Symmetry is not needed.

```lean
/-- The error after `n` mixing steps is the propagator applied to the initial error. -/
theorem mix_error {E : Matrix m m ℝ} {b xs : m → ℝ} (h : E *ᵥ xs = b)
    (a : ℕ → ℝ) (x₀ : m → ℝ) (n : ℕ) :
    mix E b a x₀ n - xs = propagator E a n *ᵥ (x₀ - xs) := by
  induction n with
  | zero => simp [mix, propagator]
  | succ n ih =>
    rw [propagator, ← Matrix.mulVec_mulVec, ← ih, Matrix.sub_mulVec, Matrix.one_mulVec,
      Matrix.smul_mulVec, Matrix.mulVec_sub, h, mix]
    module
```

## (b) Errors along an eigenvector

Let $Ev=\mu v$. Show that $P_nv=\prod_{i=0}^{n-1}(1-a_i\mu)\,v$.

The empty product gives $P_0v=v$. Each further step multiplies by one scalar, since $(1-a_nE)v=(1-a_n\mu)v$. Lean again uses induction on $n$ and splits off the last factor with `Finset.prod_range_succ`.

```lean
/-- An error along an eigenvector is multiplied by the product of the factors `1 - a k μ`. -/
theorem propagator_eigenvector {E : Matrix m m ℝ} {μ : ℝ} {v : m → ℝ}
    (h : E *ᵥ v = μ • v) (a : ℕ → ℝ) (n : ℕ) :
    propagator E a n *ᵥ v = (∏ i ∈ Finset.range n, (1 - a i * μ)) • v := by
  induction n with
  | zero => simp [propagator]
  | succ n ih =>
    rw [propagator, ← Matrix.mulVec_mulVec, ih, Matrix.mulVec_smul, Matrix.sub_mulVec,
      Matrix.one_mulVec, Matrix.smul_mulVec, h, Finset.prod_range_succ]
    module
```

## (c) When the propagator vanishes

Let $E$ be symmetric. Show that $P_n=0$ if and only if every $\mu\in S$ has a step $i<n$ with $a_i\mu=1$.

Suppose $P_n=0$ and take an eigenvector $v\neq0$ for $\mu\in S$. By (b), $\prod_i(1-a_i\mu)\,v=0$, so the product is zero and one of its factors vanishes.

Conversely, suppose that each eigenvalue has such a step. By (b), $P_n$ annihilates every eigenvector. A real symmetric matrix has an orthonormal basis of eigenvectors, so $P_n$ annihilates every vector and is zero.

In Lean, `key` is the statement for the basis vectors and `hL` extends it to all vectors by linearity. Applying the result to coordinate unit vectors then shows that each matrix entry is zero.

```lean
/-- For a symmetric matrix, the propagator of `n` steps vanishes exactly when every eigenvalue `μ`
is met by some step `i < n` with `a i * μ = 1`. -/
theorem propagator_eq_zero_iff {E : Matrix m m ℝ} {S : Finset ℝ} (hE : E.IsSymm)
    (hS : IsEigenvalueSet E S) (a : ℕ → ℝ) (n : ℕ) :
    propagator E a n = 0 ↔ ∀ μ ∈ S, ∃ i < n, a i * μ = 1 := by
  constructor
  · intro h μ hμ
    obtain ⟨v, hv, hev⟩ := (hS μ).1 hμ
    have h1 := propagator_eigenvector hev a n
    rw [h, Matrix.zero_mulVec] at h1
    have h2 := (smul_eq_zero.1 h1.symm).resolve_right hv
    obtain ⟨i, hi, h3⟩ := Finset.prod_eq_zero_iff.1 h2
    exact ⟨i, Finset.mem_range.1 hi, by linarith⟩
  · intro h
    have hH : E.IsHermitian := (Matrix.conjTranspose_eq_transpose_of_trivial E).trans hE
    -- each vector of an orthonormal eigenbasis is annihilated
    have key : ∀ j, propagator E a n *ᵥ (hH.eigenvectorBasis j).ofLp = 0 := by
      intro j
      have hev : E *ᵥ (hH.eigenvectorBasis j).ofLp
          = hH.eigenvalues j • (hH.eigenvectorBasis j).ofLp := hH.mulVec_eigenvectorBasis j
      have hne : (hH.eigenvectorBasis j).ofLp ≠ 0 := fun h0 =>
        hH.eigenvectorBasis.orthonormal.ne_zero j (WithLp.ofLp_injective 2 h0)
      obtain ⟨i, hi, h1⟩ := h _ ((hS _).2 ⟨_, hne, hev⟩)
      have hp : ∏ i ∈ Finset.range n, (1 - a i * hH.eigenvalues j) = 0 :=
        Finset.prod_eq_zero_iff.2 ⟨i, Finset.mem_range.2 hi, by rw [h1, sub_self]⟩
      rw [propagator_eigenvector hev, hp, zero_smul]
    -- hence so is every vector
    have hL : (propagator E a n).mulVecLin ∘ₗ
        (WithLp.linearEquiv 2 ℝ (m → ℝ)).toLinearMap = 0 := by
      apply hH.eigenvectorBasis.toBasis.ext
      intro j
      rw [OrthonormalBasis.coe_toBasis]
      exact key j
    ext i k
    have h2 : (propagator E a n *ᵥ Pi.single k 1) i = 0 :=
      congrFun (LinearMap.congr_fun hL (WithLp.toLp 2 (Pi.single k 1))) i
    simpa using h2
```

## (d) Counting the parameters

Let $E$ be symmetric with $0\notin S$. Show that parameters with $P_n=0$ exist if and only if $d\le n$.

If $P_n=0$, then by (c) each $\mu\in S$ equals $1/a_i$ for some $i<n$. There are at most $n$ such reciprocals, so $d\le n$. This is the inclusion `hsub` followed by a comparison of cardinalities.

If $d\le n$, list the eigenvalues as $\mu_0,\dots,\mu_{d-1}$ and set $a_i=1/\mu_i$ for $i<d$ and $a_i=0$ afterwards. Every eigenvalue is then served, and (c) gives $P_n=0$. Only this direction uses $0\notin S$. In Lean, `S.equivFin` supplies the list.

```lean
/-- For a symmetric matrix without zero eigenvalue, `n` mixing parameters that make the
propagator vanish exist if and only if `n` is at least the number of distinct eigenvalues. -/
theorem exists_propagator_eq_zero_iff {E : Matrix m m ℝ} {S : Finset ℝ} (hE : E.IsSymm)
    (hS : IsEigenvalueSet E S) (h0 : (0 : ℝ) ∉ S) (n : ℕ) :
    (∃ a : ℕ → ℝ, propagator E a n = 0) ↔ S.card ≤ n := by
  constructor
  · rintro ⟨a, ha⟩
    rw [propagator_eq_zero_iff hE hS] at ha
    -- every eigenvalue is the reciprocal of one of the `n` parameters
    have hsub : S ⊆ (Finset.range n).image (fun i => (a i)⁻¹) := by
      intro μ hμ
      obtain ⟨i, hi, h1⟩ := ha μ hμ
      exact Finset.mem_image.2 ⟨i, Finset.mem_range.2 hi, inv_eq_of_mul_eq_one_right h1⟩
    calc S.card ≤ _ := Finset.card_le_card hsub
      _ ≤ (Finset.range n).card := Finset.card_image_le
      _ = n := Finset.card_range n
  · intro hn
    -- enumerate the eigenvalues and mix with their reciprocals
    refine ⟨fun i => if h : i < S.card then ((S.equivFin.symm ⟨i, h⟩ : S) : ℝ)⁻¹ else 0, ?_⟩
    rw [propagator_eq_zero_iff hE hS]
    intro μ hμ
    have hne : μ ≠ 0 := fun h => h0 (h ▸ hμ)
    refine ⟨S.equivFin ⟨μ, hμ⟩, lt_of_lt_of_le (Fin.is_lt _) hn, ?_⟩
    simp [hne]
```

## (e) Reaching the solution from every start

Under the same assumptions, with $Ex_*=b$, show that parameters for which $x_n=x_*$ for every $x_0$ exist if and only if $d\le n$.

By (d) it suffices that, for fixed parameters, termination from every start is equivalent to $P_n=0$. If $P_n=0$, then (a) gives $x_n-x_*=0$. Conversely, start from $x_0=x_*+e_k$ with a coordinate unit vector $e_k$. Then (a) gives $0=P_ne_k$, which is column $k$ of $P_n$. All columns vanish, so $P_n=0$.

The parameters are chosen before the starting vector. If they may be adapted to a particular start, fewer steps may do: an error along a single eigenvector with eigenvalue $\mu$ is removed in one step by $a_0=1/\mu$.

```lean
/-- For a symmetric matrix without zero eigenvalue, parameters for which `n` mixing steps reach the
solution `xs` of `E x = b` from every starting vector exist if and only if `n` is at least the
number of distinct eigenvalues. -/
theorem exact_termination_iff {E : Matrix m m ℝ} {S : Finset ℝ} (hE : E.IsSymm)
    (hS : IsEigenvalueSet E S) (h0 : (0 : ℝ) ∉ S) {b xs : m → ℝ} (h : E *ᵥ xs = b) (n : ℕ) :
    (∃ a : ℕ → ℝ, ∀ x₀, mix E b a x₀ n = xs) ↔ S.card ≤ n := by
  rw [← exists_propagator_eq_zero_iff hE hS h0 n]
  refine exists_congr fun a => ⟨fun ha => ?_, fun ha x₀ => ?_⟩
  · -- test the iteration on initial errors along the coordinate axes
    ext i k
    have h1 := mix_error h a (xs + Pi.single k 1) n
    rw [ha, sub_self, add_sub_cancel_left] at h1
    simpa using (congrFun h1 i).symm
  · have h1 := mix_error h a x₀ n
    rw [ha, Matrix.zero_mulVec] at h1
    exact sub_eq_zero.1 h1
```

## (f) A zero eigenvalue

Let $E$ be symmetric with $0\in S$. Show that $P_n\neq0$ for all parameters and all $n$.

By (c), $P_n=0$ would require $a_i\cdot0=1$ for some $i$. Physically, an error along a zero mode leaves the residual unchanged, so mixing cannot correct it.

```lean
/-- If zero is an eigenvalue, the propagator is nonzero for all parameters and step numbers. -/
theorem propagator_ne_zero_of_zero_mode {E : Matrix m m ℝ} {S : Finset ℝ} (hE : E.IsSymm)
    (hS : IsEigenvalueSet E S) (h0 : (0 : ℝ) ∈ S) (a : ℕ → ℝ) (n : ℕ) :
    propagator E a n ≠ 0 := by
  intro h
  obtain ⟨i, _, h1⟩ := (propagator_eq_zero_iff hE hS a n).1 h 0 h0
  simp at h1
```

## (g) Constant mixing

Let $E$ be symmetric and let all $a_k$ equal $\alpha$. Show that $P_n=0$ for some $n$ implies $d\le1$.

For $\mu,\nu\in S$, part (c) gives $\alpha\mu=1$ and $\alpha\nu=1$. Hence $\mu=\mu(\alpha\nu)=\nu(\alpha\mu)=\nu$. The `linear_combination` line is this calculation.

```lean
/-- If the propagator of constant mixing vanishes after some number of steps, the matrix has
at most one distinct eigenvalue. -/
theorem constant_mixing_card_le_one {E : Matrix m m ℝ} {S : Finset ℝ} (hE : E.IsSymm)
    (hS : IsEigenvalueSet E S) {α : ℝ} {n : ℕ} (h : propagator E (fun _ => α) n = 0) :
    S.card ≤ 1 := by
  rw [propagator_eq_zero_iff hE hS] at h
  refine Finset.card_le_one.2 fun μ hμ ν hν => ?_
  obtain ⟨_, _, h1⟩ := h μ hμ
  obtain ⟨_, _, h2⟩ := h ν hν
  linear_combination ν * h1 - μ * h2
```

## (h) A two-by-two example

Show that $E=\begin{pmatrix}2&1\\1&2\end{pmatrix}$ is symmetric with $S=\{1,3\}$, so that it satisfies the assumptions of (d).

Symmetry is visible. Normalised eigenvectors are $(1,-1)/\sqrt2$ for $1$ and $(1,1)/\sqrt2$ for $3$; the Lean proof uses them without the factor $1/\sqrt2$. For the converse, let $Ev=\mu v$ with components $v_0,v_1$. Adding and subtracting the two equations gives
$$(\mu-3)(v_0+v_1)=0,\qquad(\mu-1)(v_0-v_1)=0.$$
If $\mu$ is neither $1$ nor $3$, then $v_0+v_1=v_0-v_1=0$, so $v=0$. These are the steps `hs` and `hd`.

By (d), two steps suffice for this matrix and one does not; suitable parameters are $a_0=1$ and $a_1=1/3$.

```lean
/-- The symmetric matrix with rows (2, 1) and (1, 2) has exactly the eigenvalues 1 and 3,
and zero is not among them. -/
theorem eigenvalueSet_witness :
    (!![2, 1; 1, 2] : Matrix (Fin 2) (Fin 2) ℝ).IsSymm ∧
    IsEigenvalueSet (!![2, 1; 1, 2] : Matrix (Fin 2) (Fin 2) ℝ) {1, 3} ∧
    (0 : ℝ) ∉ ({1, 3} : Finset ℝ) := by
  refine ⟨?_, ?_, by norm_num⟩
  · ext i j
    fin_cases i <;> fin_cases j <;> rfl
  · intro μ
    simp only [Finset.mem_insert, Finset.mem_singleton]
    constructor
    · rintro (rfl | rfl)
      · refine ⟨![1, -1], fun h => by simpa using congrFun h 0, ?_⟩
        ext i
        fin_cases i <;> norm_num [Matrix.mulVec, dotProduct, Fin.sum_univ_two]
      · refine ⟨![1, 1], fun h => by simpa using congrFun h 0, ?_⟩
        ext i
        fin_cases i <;> norm_num [Matrix.mulVec, dotProduct, Fin.sum_univ_two]
    · rintro ⟨v, hv, h⟩
      have h0 : 2 * v 0 + v 1 = μ * v 0 := by
        simpa [Matrix.mulVec, dotProduct, Fin.sum_univ_two] using congrFun h 0
      have h1 : v 0 + 2 * v 1 = μ * v 1 := by
        simpa [Matrix.mulVec, dotProduct, Fin.sum_univ_two] using congrFun h 1
      by_contra hc
      have hc' := not_or.1 hc
      -- the sum and the difference of the components both vanish
      have hs : v 0 + v 1 = 0 :=
        (mul_eq_zero.1 (show (μ - 3) * (v 0 + v 1) = 0 by
          linear_combination -h0 - h1)).resolve_left (sub_ne_zero.2 hc'.2)
      have hd : v 0 - v 1 = 0 :=
        (mul_eq_zero.1 (show (μ - 1) * (v 0 - v 1) = 0 by
          linear_combination -h0 + h1)).resolve_left (sub_ne_zero.2 hc'.1)
      apply hv
      ext i
      fin_cases i
      · show v 0 = 0
        linarith
      · show v 1 = 0
        linarith

end

end FiniteTerminationMixing
```

```lean
#print axioms FiniteTerminationMixing.exact_termination_iff
-- 'FiniteTerminationMixing.exact_termination_iff' depends on axioms: [propext, Classical.choice, Quot.sound]
#print axioms FiniteTerminationMixing.propagator_ne_zero_of_zero_mode
-- 'FiniteTerminationMixing.propagator_ne_zero_of_zero_mode' depends on axioms: [propext, Classical.choice, Quot.sound]
#print axioms FiniteTerminationMixing.constant_mixing_card_le_one
-- 'FiniteTerminationMixing.constant_mixing_card_le_one' depends on axioms: [propext, Classical.choice, Quot.sound]
```
